# Poisson phonon weights of a displaced oscillator, and the factor $e^{-|\alpha|^2}$ in tunnelling below the first phonon threshold

Let $c_0, c_1, c_2, \dots$ be the complex phonon-number amplitudes of a normalized oscillator state, and let $\alpha$ be a complex number with $\sqrt{n+1}\,c_{n+1} = \alpha c_n$ for every $n \ge 0$. Then

$$|c_n|^2 = e^{-|\alpha|^2}\,\frac{|\alpha|^{2n}}{n!}.$$

In particular $|c_0|^2 = e^{-|\alpha|^2}$. Suppose that an electron tunnels from a lead at zero temperature onto a molecule with one vibrational mode in its ground state, and that the added charge shifts the equilibrium position of the mode but not its frequency. The old ground state then has amplitudes $c_n$ of this kind in the phonon states of the charged molecule. In the simple rate model used here, the tunnelling rate is the bare electronic rate times $e^{-|\alpha|^2}$, as long as the available energy is enough to open the zero-phonon channel but too small to create a phonon. For a real displacement $\alpha = g$ the factor is $e^{-g^2}$.

## The displaced state and the rate

```lean
import Mathlib

open Filter Finset Topology

namespace FranckCondonBlockade

noncomputable section
```

The file loads the mathematical library Mathlib and opens a namespace. The namespace is named after the Franck-Condon blockade, the suppression of the low-bias current through a molecule with strong electron-vibration coupling. The theorems concern one ingredient of it, the rate of a single tunnelling event out of the vibrational ground state.

```lean
/-- The oscillator lowering operator acting on phonon-number amplitudes. -/
def lower (c : ℕ → ℂ) (n : ℕ) : ℂ :=
  ((Real.sqrt ((n : ℝ) + 1) : ℝ) : ℂ) * c (n + 1)
```

A sequence of amplitudes is a function `c : ℕ → ℂ`, and `lower c` is the sequence that the lowering operator $a$ makes of it: $(ac)_n = \sqrt{n+1}\,c_{n+1}$. The double type annotation only reads the real square root as a complex number.

```lean
/-- The amplitudes `c` describe a normalized oscillator state that the lowering operator
multiplies by the displacement `α`. -/
structure IsDisplacedGround (α : ℂ) (c : ℕ → ℂ) : Prop where
  eigen : ∀ n, lower c n = α * c n
  normalized : HasSum (fun n => ‖c n‖ ^ 2) 1
```

`IsDisplacedGround α c` is a statement about $\alpha$ and $c$ with two parts. The part `eigen` says $ac = \alpha c$, component by component. The part `normalized` says that the series $\sum_n |c_n|^2$ converges to 1; this is what `HasSum` expresses.

Physically, charging the molecule moves the equilibrium position of its vibration. If the frequency stays the same, the old ground state is an eigenvector of the new oscillator's lowering operator, and $c_n$ is its overlap with the new $n$-phonon state. For a shift $d$ of the equilibrium position, mass $m$ and frequency $\omega$, one has $|\alpha| = |d|\sqrt{m\omega/2\hbar}$. The file takes the eigenvalue equation as its starting point and does not derive it from a Hamiltonian.

```lean
/-- The tunnelling rate with bare rate `Γ`, phonon quantum `ω` and available energy `E`:
each final phonon number `n` with `n ω ≤ E` contributes its Franck-Condon weight. -/
def tunnelRate (Γ ω E : ℝ) (c : ℕ → ℂ) : ℝ :=
  Γ * ∑' n : ℕ, if (n : ℝ) * ω ≤ E then ‖c n‖ ^ 2 else 0
```

In units with $\hbar = 1$, this defines the rate

$$R(E) = \Gamma \sum_{n:\ n\omega \le E} |c_n|^2 .$$

Here $\Gamma$ is the bare rate, which stands for the electronic tunnel coupling and the density of states in the lead, both taken as independent of energy. $E$ is the energy left over for phonons, counted from the point where the zero-phonon channel opens. The sharp condition $n\omega \le E$ corresponds to a lead at zero temperature. The formula is postulated as a golden-rule rate; cotunnelling, vibrational relaxation and the current through two contacts are not modelled.

```lean
/-- The coherent-state amplitudes with displacement `α`. -/
def coherent (α : ℂ) (n : ℕ) : ℂ :=
  ((Real.exp (-‖α‖ ^ 2 / 2) : ℝ) : ℂ) * α ^ n / ((Real.sqrt (n.factorial : ℝ) : ℝ) : ℂ)
```

These are the familiar coherent-state amplitudes $e^{-|\alpha|^2/2}\,\alpha^n/\sqrt{n!}$. Lean reads `-‖α‖ ^ 2` as $-(|\alpha|^2)$. They are needed only at the end.

## From the recursion to the Poisson law

```lean
/-- The exponential series, in the form of a convergent sum. -/
lemma hasSum_exp_series (x : ℝ) :
    HasSum (fun n : ℕ => x ^ n / (n.factorial : ℝ)) (Real.exp x) := by
  rw [Real.exp_eq_exp_ℝ]
  exact NormedSpace.expSeries_div_hasSum_exp x
```

This is the exponential series $\sum_n x^n/n! = e^x$ for real $x$, taken from Mathlib and put in the form used below.

```lean
/-- Neighbouring phonon weights of a displaced ground state are related by
`(n + 1) |c (n + 1)|² = |α|² |c n|²`. -/
theorem weight_step {α : ℂ} {c : ℕ → ℂ} (hc : IsDisplacedGround α c) (n : ℕ) :
    ((n : ℝ) + 1) * ‖c (n + 1)‖ ^ 2 = ‖α‖ ^ 2 * ‖c n‖ ^ 2 := by
  have h := congrArg (fun z : ℂ => ‖z‖ ^ 2) (hc.eigen n)
  simp only [lower, norm_mul, mul_pow, Complex.norm_real, Real.norm_eq_abs, sq_abs] at h
  rw [Real.sq_sqrt (by positivity)] at h
  exact h
```

Take the squared modulus of both sides of $\sqrt{n+1}\,c_{n+1} = \alpha c_n$:

$$(n+1)\,|c_{n+1}|^2 = |\alpha|^2\,|c_n|^2 .$$

The phases have dropped out. In the proof, `congrArg` applies the squared norm to both sides, `simp` splits the norms of the products, and `Real.sq_sqrt` replaces $(\sqrt{n+1})^2$ by $n+1$.

```lean
/-- Every phonon weight is fixed by the zero-phonon weight. -/
theorem weight_from_zero {α : ℂ} {c : ℕ → ℂ} (hc : IsDisplacedGround α c) (n : ℕ) :
    ‖c n‖ ^ 2 = ‖α‖ ^ (2 * n) / (n.factorial : ℝ) * ‖c 0‖ ^ 2 := by
  induction n with
  | zero => simp
  | succ n ih =>
    have h := weight_step hc n
    have hn : (n : ℝ) + 1 ≠ 0 := by positivity
    have hf : (n.factorial : ℝ) ≠ 0 := by positivity
    have hp : ‖α‖ ^ (2 * (n + 1)) = ‖α‖ ^ 2 * ‖α‖ ^ (2 * n) := by ring
    rw [ih] at h
    apply mul_left_cancel₀ hn
    rw [h, hp, Nat.factorial_succ]
    push_cast
    field_simp
```

The claim is $|c_n|^2 = \frac{|\alpha|^{2n}}{n!}\,|c_0|^2$, by induction on $n$. For $n=0$ both sides are $|c_0|^2$. If it holds for $n$, the recursion gives

$$(n+1)\,|c_{n+1}|^2 = |\alpha|^2\,\frac{|\alpha|^{2n}}{n!}\,|c_0|^2 ,$$

and division by $n+1$ gives the claim for $n+1$, because $(n+1)\,n! = (n+1)!$. Lean's `ih` is the induction hypothesis; `mul_left_cancel₀ hn` does the division, and `field_simp` clears the remaining fractions.

```lean
/-- The zero-phonon overlap of a displaced ground state has squared modulus `exp (-|α|²)`. -/
theorem zero_phonon_weight {α : ℂ} {c : ℕ → ℂ} (hc : IsDisplacedGround α c) :
    ‖c 0‖ ^ 2 = Real.exp (-‖α‖ ^ 2) := by
  have h := (hasSum_exp_series (‖α‖ ^ 2)).mul_right (‖c 0‖ ^ 2)
  have he : (fun n : ℕ => (‖α‖ ^ 2) ^ n / (n.factorial : ℝ) * ‖c 0‖ ^ 2)
      = fun n => ‖c n‖ ^ 2 := by
    funext n
    rw [weight_from_zero hc n, pow_mul]
  rw [he] at h
  -- normalization fixes the remaining constant
  have h1 := h.unique hc.normalized
  rw [Real.exp_neg]
  exact eq_inv_of_mul_eq_one_right h1
```

Normalization fixes the one constant that is left. Summing the previous formula over $n$ gives

$$1 = \sum_n |c_n|^2 = |c_0|^2 \sum_n \frac{|\alpha|^{2n}}{n!} = |c_0|^2\, e^{|\alpha|^2},$$

so $|c_0|^2 = e^{-|\alpha|^2}$. The overlap itself has modulus $e^{-|\alpha|^2/2}$. In the proof, `he` identifies the terms of the two series, and `h.unique` says that one series cannot have two sums.

```lean
/-- The phonon weights of a displaced ground state follow the Poisson law
`|c n|² = exp (-|α|²) |α|^(2n) / n!`. -/
theorem franck_condon_poisson {α : ℂ} {c : ℕ → ℂ} (hc : IsDisplacedGround α c) (n : ℕ) :
    ‖c n‖ ^ 2 = Real.exp (-‖α‖ ^ 2) * ‖α‖ ^ (2 * n) / (n.factorial : ℝ) := by
  rw [weight_from_zero hc n, zero_phonon_weight hc]
  ring
```

Inserting $|c_0|^2$ into the formula for $|c_n|^2$ gives the Poisson law. The two rewrites do exactly this, and `ring` rearranges the factors.

The smallest case is $\alpha = 0$: then $|c_0|^2 = 1$, all other weights vanish, and tunnelling is not suppressed.

```lean
/-- The mean phonon number of a displaced ground state is `|α|²`. -/
theorem mean_phonon_number {α : ℂ} {c : ℕ → ℂ} (hc : IsDisplacedGround α c) :
    HasSum (fun n : ℕ => (n : ℝ) * ‖c n‖ ^ 2) (‖α‖ ^ 2) := by
  -- the term n = 0 vanishes, and the others follow from the recursion
  have h := hc.normalized.mul_left (‖α‖ ^ 2)
  have he : (fun n : ℕ => ‖α‖ ^ 2 * ‖c n‖ ^ 2)
      = fun n : ℕ => ((n + 1 : ℕ) : ℝ) * ‖c (n + 1)‖ ^ 2 := by
    funext n
    rw [← weight_step hc n, Nat.cast_add, Nat.cast_one]
  rw [he, mul_one] at h
  have h2 := (hasSum_nat_add_iff (f := fun n : ℕ => (n : ℝ) * ‖c n‖ ^ 2) 1).mp h
  simpa using h2
```

The mean phonon number follows from the recursion without the Poisson law. The term $n=0$ contributes nothing, so

$$\sum_{n\ge 0} n\,|c_n|^2 = \sum_{n\ge 0} (n+1)\,|c_{n+1}|^2 = |\alpha|^2 \sum_{n\ge 0} |c_n|^2 = |\alpha|^2 .$$

The lemma `hasSum_nat_add_iff` shifts the index by one. The suppression factor is therefore $e^{-\bar n}$, with $\bar n$ the mean number of phonons in the displaced state.

Using the recursion twice in the same way, one finds $\sum_n n(n-1)|c_n|^2 = |\alpha|^4$, and hence a variance of $|\alpha|^2$, equal to the mean; the file itself stops at the mean.

## The rate as a staircase in the available energy

```lean
/-- For available energy between `N` and `N + 1` phonon quanta, the rate is the bare rate times
the total weight of the phonon numbers `0, …, N`. -/
theorem rate_staircase (Γ : ℝ) {ω E : ℝ} (c : ℕ → ℂ) (N : ℕ)
    (hlo : (N : ℝ) * ω ≤ E) (hhi : E < ((N : ℝ) + 1) * ω) :
    tunnelRate Γ ω E c = Γ * ∑ n ∈ range (N + 1), ‖c n‖ ^ 2 := by
  have hω : 0 < ω := by linarith
  unfold tunnelRate
  congr 1
  rw [tsum_eq_sum (s := range (N + 1))]
  · apply sum_congr rfl
    intro n hn
    have h : (n : ℝ) ≤ N := by
      exact_mod_cast Nat.lt_succ_iff.mp (mem_range.mp hn)
    rw [if_pos (by nlinarith)]
  · intro n hn
    have h' : N + 1 ≤ n := by
      rw [mem_range] at hn
      omega
    have h : (N : ℝ) + 1 ≤ n := by exact_mod_cast h'
    rw [if_neg (not_le_of_gt (by nlinarith))]
```

Suppose $N\omega \le E < (N+1)\omega$. The two inequalities force $\omega > 0$. If $n \le N$, then $n\omega \le N\omega \le E$ and the channel is open. If $n \ge N+1$, then $n\omega \ge (N+1)\omega > E$ and it is closed. Hence

$$R(E) = \Gamma \sum_{n=0}^{N} |c_n|^2 .$$

This holds for any amplitudes $c$, displaced ground state or not. Lean writes the index set $\{0,\dots,N\}$ as `range (N + 1)`. The lemma `tsum_eq_sum` reduces the infinite sum to a finite one, provided that all terms outside the range vanish. The two bullets then treat the open and the closed channels, with `nlinarith` supplying the inequalities.

```lean
/-- For non-negative available energy below one phonon quantum, the tunnelling rate is the bare rate
times `exp (-|α|²)`. -/
theorem low_bias_rate (Γ : ℝ) {ω E : ℝ} {α : ℂ} {c : ℕ → ℂ} (hc : IsDisplacedGround α c)
    (hE : 0 ≤ E) (hEω : E < ω) :
    tunnelRate Γ ω E c = Γ * Real.exp (-‖α‖ ^ 2) := by
  rw [rate_staircase Γ c 0 (by simpa using hE) (by simpa using hEω), zero_add,
    sum_range_one, zero_phonon_weight hc]
```

For $0 \le E < \omega$ only the step $N = 0$ is available, so

$$R(E) = \Gamma\,|c_0|^2 = \Gamma\, e^{-|\alpha|^2}.$$

This is the low-bias suppression. The proof is the staircase at $N = 0$ followed by the zero-phonon weight.

```lean
/-- As the available energy grows without bound, the tunnelling rate tends to the bare rate. -/
theorem high_bias_rate (Γ : ℝ) {ω : ℝ} (hω : 0 < ω) {α : ℂ} {c : ℕ → ℂ}
    (hc : IsDisplacedGround α c) :
    Tendsto (fun E => tunnelRate Γ ω E c) atTop (𝓝 Γ) := by
  -- the number of open phonon channels grows with the energy
  have hfloor : Tendsto (fun E : ℝ => ⌊E / ω⌋₊ + 1) atTop atTop :=
    (tendsto_add_atTop_nat 1).comp
      (tendsto_nat_floor_atTop.comp (tendsto_id.atTop_div_const hω))
  have h := (hc.normalized.tendsto_sum_nat.comp hfloor).const_mul Γ
  rw [mul_one] at h
  refine h.congr' ?_
  filter_upwards [eventually_ge_atTop (0 : ℝ)] with E hE
  exact (rate_staircase Γ c ⌊E / ω⌋₊
    ((le_div_iff₀ hω).mp (Nat.floor_le (div_nonneg hE hω.le)))
    ((div_lt_iff₀ hω).mp (Nat.lt_floor_add_one _))).symm
```

The suppression disappears at large energy. For $\omega > 0$ and $E \ge 0$, let $N$ be the integer part of $E/\omega$. Then $N\omega \le E < (N+1)\omega$, and the staircase formula applies. As $E \to \infty$, $N$ grows without bound and the partial sums of $|c_n|^2$ tend to 1, so $R(E) \to \Gamma$. The displacement spreads the bare rate over the phonon channels without changing the total.

In Lean, `Tendsto … atTop (𝓝 Γ)` reads "tends to $\Gamma$ as the argument goes to infinity", and `⌊E / ω⌋₊` is the integer part. The step `h.congr'` transfers the limit from the partial sums to the rate, since the two agree for all $E \ge 0$.

## A displaced state for every $\alpha$

```lean
/-- For every displacement `α`, the coherent-state amplitudes form a displaced ground state. -/
theorem coherent_witness (α : ℂ) : IsDisplacedGround α (coherent α) := by
  constructor
  · intro n
    have hn : ((Real.sqrt ((n : ℝ) + 1) : ℝ) : ℂ) ≠ 0 :=
      Complex.ofReal_ne_zero.mpr (Real.sqrt_pos.mpr (by positivity)).ne'
    have hf : ((Real.sqrt (n.factorial : ℝ) : ℝ) : ℂ) ≠ 0 :=
      Complex.ofReal_ne_zero.mpr (Real.sqrt_pos.mpr (by positivity)).ne'
    have hs : Real.sqrt ((n + 1).factorial : ℝ)
        = Real.sqrt ((n : ℝ) + 1) * Real.sqrt (n.factorial : ℝ) := by
      rw [← Real.sqrt_mul (by positivity), Nat.factorial_succ]
      push_cast
      rfl
    unfold lower coherent
    rw [hs, Complex.ofReal_mul, pow_succ]
    field_simp
    ring
  · have h := (hasSum_exp_series (‖α‖ ^ 2)).mul_left (Real.exp (-‖α‖ ^ 2))
    rw [← Real.exp_add, neg_add_cancel, Real.exp_zero] at h
    have he : Real.exp (-‖α‖ ^ 2 / 2) ^ 2 = Real.exp (-‖α‖ ^ 2) := by
      rw [pow_two, ← Real.exp_add]
      congr 1
      ring
    have hw : (fun n => ‖coherent α n‖ ^ 2)
        = fun n : ℕ => Real.exp (-‖α‖ ^ 2) * ((‖α‖ ^ 2) ^ n / (n.factorial : ℝ)) := by
      funext n
      simp only [coherent, norm_div, norm_mul, norm_pow, Complex.norm_real, Real.norm_eq_abs,
        div_pow, mul_pow, sq_abs]
      rw [he, Real.sq_sqrt (by positivity)]
      ring
    rw [hw]
    exact h

end

end FranckCondonBlockade
```

Apart from the staircase formula, the theorems above on phonon weights and rates assume a sequence with the two properties of `IsDisplacedGround`. The coherent amplitudes provide one for each complex $\alpha$. The eigenvalue equation holds because $\sqrt{(n+1)!} = \sqrt{n+1}\,\sqrt{n!}$:

$$\sqrt{n+1}\; e^{-|\alpha|^2/2}\,\frac{\alpha^{n+1}}{\sqrt{(n+1)!}} = \alpha\; e^{-|\alpha|^2/2}\,\frac{\alpha^{n}}{\sqrt{n!}} .$$

The normalization is again the exponential series, $e^{-|\alpha|^2}\sum_n |\alpha|^{2n}/n! = 1$. The proof has one bullet for each property: `hs` is the factorization of the square root, and `hw` computes the squared moduli.

```lean
#print axioms FranckCondonBlockade.franck_condon_poisson
#print axioms FranckCondonBlockade.mean_phonon_number
#print axioms FranckCondonBlockade.low_bias_rate
#print axioms FranckCondonBlockade.high_bias_rate
```

```
'FranckCondonBlockade.franck_condon_poisson' depends on axioms: [propext, Classical.choice, Quot.sound]
'FranckCondonBlockade.mean_phonon_number' depends on axioms: [propext, Classical.choice, Quot.sound]
'FranckCondonBlockade.low_bias_rate' depends on axioms: [propext, Classical.choice, Quot.sound]
'FranckCondonBlockade.high_bias_rate' depends on axioms: [propext, Classical.choice, Quot.sound]
```
